# $\langle J_z^2\rangle$ at infinite temperature and its slope in $1/(k_BT)$ for a multiplet split by $B\,O_2^0$

Measure angular momentum in units of $\hbar$, and take $J=1$ with the crystal-field Hamiltonian $B\,O_2^0 = B(3J_z^2-2)$. The levels $m=\pm1$ have energy $B$, and $m=0$ has energy $-2B$. At inverse temperature $b$,

$$\langle m^2\rangle_b=\frac{2e^{-bB}}{2e^{-bB}+e^{2bB}}=\frac{2}{2+e^{3bB}}.$$

At $b=0$ the three levels are equally populated and the average is $2/3$. Its derivative there is $-6B/9=-2B/3$: for $B>0$, cooling moves population into $m=0$. The value and the slope at $b=0$ have closed forms for every $J$.

## The value $X/3$ and the slope $-BX(4X-3)/15$

Let $J=n/2$ with $n=0,1,2,\dots$, let $X=J(J+1)$, and let $B$ be a real crystal-field parameter in energy units. The projections are $m_k=k-n/2$ for $k=0,\dots,n$, with Boltzmann weights $w_k(b)=e^{-bB(3m_k^2-X)}$. Then

$$\langle m^2\rangle_0=\frac X3,\qquad \left.\frac{d\langle m^2\rangle_b}{db}\right|_{b=0}=-\frac{B\,X(4X-3)}{15}.$$

The slope vanishes exactly when $B=0$ or $J\le 1/2$.

## Testing a crystal-field routine near infinite temperature

For a single ion with only this axial quadrupole term, the two numbers give a reference for code that builds $O_2^0$, diagonalises the Hamiltonian and forms thermal averages. A central difference of $\langle J_z^2\rangle$ at $b=\pm h$, with $h|B|X$ small, should approach the stated slope. For $J=3/2$ that slope is $-3B$.

The test responds to the sign and the scale of the operator. A routine that uses $J_z^2-X/3$ in place of $3J_z^2-X$ returns one third of the expected slope. The test is blind to the additive constant $-X$, which cancels between numerator and denominator. For $J\le1/2$ the slope is zero whatever the sign and scale of the operator, so this part of the test needs $J\ge1$ and $B\ne0$.

## From power sums to a thermal variance

**Sums over the multiplet.** For any real $c$, expand $(k-c)^2$ and $(k-c)^4$ and insert the power sums over $k=0,\dots,N$:

$$\sum k=\tfrac{N(N+1)}2,\qquad \sum k^2=\tfrac{N(N+1)(2N+1)}6,$$

$$\sum k^3=\tfrac{N^2(N+1)^2}4,\qquad \sum k^4=\tfrac{N(N+1)(2N+1)(3N^2+3N-1)}{30}.$$

Each expression is zero at $N=0$ and grows by the matching power of $N+1$ when $N$ becomes $N+1$. Setting $N=n$ and $c=n/2$, and using $X=n(n+2)/4$, gives

$$\frac1{n+1}\sum_k m_k^2=\frac{n(2n+1)}6-\frac{n^2}2+\frac{n^2}4=\frac{n(n+2)}{12}=\frac X3,$$

$$\frac1{n+1}\sum_k m_k^4=\frac{n(n+2)(3n^2+6n-4)}{240}=\frac{X(3X-1)}{15}.$$

**Derivative of a moment.** Write $S_p(b)=\sum_k m_k^p\,w_k(b)$ and $Z=S_0$, with $m_k^0=1$ also at $m_k=0$. Since $w_k'=-B(3m_k^2-X)w_k$,

$$S_p'=-B(3S_{p+2}-X S_p).$$

**Quotient rule.** With $\langle m^p\rangle_b=S_p/Z$,

$$\frac{d\langle m^2\rangle_b}{db}=\frac{-B(3S_4-XS_2)Z+B\,S_2(3S_2-XZ)}{Z^2}=-3B\left(\langle m^4\rangle_b-\langle m^2\rangle_b^2\right).$$

The terms with $X$ cancel. At every $b$ the slope is $-3B$ times the thermal variance of $m^2$.

**Infinite temperature.** At $b=0$ all weights equal one, so the variance is

$$\frac{X(3X-1)}{15}-\frac{X^2}{9}=\frac{X(4X-3)}{45},$$

and multiplication by $-3B$ gives the stated slope. Since $4X-3=(n-1)(n+3)$, the slope equals $-B\,n(n-1)(n+2)(n+3)/60$, which is zero only for $B=0$, $n=0$ or $n=1$. In the last two cases $m^2$ takes a single value and has no variance.

## The Lean file

```lean
import Mathlib

open Finset

namespace StevensQuadrupole

noncomputable section

/-- The magnetic quantum number `m = -J + k` of level `k` in a multiplet with `J = n/2`. -/
def mJ (n k : ℕ) : ℝ := (k : ℝ) - (n : ℝ) / 2

/-- The value `X = J(J+1)` of the squared angular momentum for `J = n/2`. -/
def casimir (n : ℕ) : ℝ := (n : ℝ) / 2 * ((n : ℝ) / 2 + 1)

/-- The Boltzmann weight of level `k` with energy `B(3m² - X)` at inverse temperature `b`. -/
def weight (n : ℕ) (B b : ℝ) (k : ℕ) : ℝ :=
  Real.exp (-(b * B * (3 * mJ n k ^ 2 - casimir n)))

/-- The partition sum of the multiplet, over `m = -J, ..., J`. -/
def partitionSum (n : ℕ) (B b : ℝ) : ℝ := ∑ k ∈ range (n + 1), weight n B b k

/-- The unnormalised thermal moment, the sum of `m ^ p` times the Boltzmann weight. -/
def moment (n : ℕ) (B b : ℝ) (p : ℕ) : ℝ :=
  ∑ k ∈ range (n + 1), mJ n k ^ p * weight n B b k

/-- The thermal average of `m ^ p` over the multiplet. -/
def average (n : ℕ) (B b : ℝ) (p : ℕ) : ℝ := moment n B b p / partitionSum n B b

/-- The operator `J_z` in the basis of its eigenstates. -/
def Jz (n : ℕ) : Matrix (Fin (n + 1)) (Fin (n + 1)) ℝ :=
  Matrix.diagonal fun k => mJ n k

/-- The Stevens operator `O₂⁰ = 3 J_z² - J(J+1)`. -/
def stevensO20 (n : ℕ) : Matrix (Fin (n + 1)) (Fin (n + 1)) ℝ :=
  (3 : ℝ) • Jz n ^ 2 - casimir n • (1 : Matrix (Fin (n + 1)) (Fin (n + 1)) ℝ)

/-- The average of `m ^ p` is the trace average of `J_z ^ p` in the Gibbs state of the
crystal-field Hamiltonian `B O₂⁰`. -/
theorem average_eq_trace (n : ℕ) (B b : ℝ) (p : ℕ) :
    average n B b p =
      Matrix.trace (Jz n ^ p * NormedSpace.exp ((-(b * B)) • stevensO20 n)) /
        Matrix.trace (NormedSpace.exp ((-(b * B)) • stevensO20 n)) := by
  -- the Hamiltonian is diagonal, and so is its exponential
  have h : (-(b * B)) • stevensO20 n =
      Matrix.diagonal fun k : Fin (n + 1) =>
        -(b * B * (3 * mJ n k ^ 2 - casimir n)) := by
    ext i j
    by_cases hij : i = j
    · subst hij
      simp [stevensO20, Jz, Matrix.diagonal_pow]
    · simp [stevensO20, Jz, Matrix.diagonal_pow, hij]
  have hexp : NormedSpace.exp ((-(b * B)) • stevensO20 n) =
      Matrix.diagonal fun k : Fin (n + 1) => weight n B b k := by
    rw [h, Matrix.exp_diagonal]
    congr 1
    funext k
    -- evaluation at a level is a continuous ring homomorphism
    have he : ∀ v : Fin (n + 1) → ℝ,
        Pi.evalRingHom (fun _ : Fin (n + 1) => ℝ) k (NormedSpace.exp v) =
          NormedSpace.exp (Pi.evalRingHom (fun _ : Fin (n + 1) => ℝ) k v) := by
      intro v
      apply NormedSpace.map_exp
      exact continuous_apply k
    rw [weight, Real.exp_eq_exp_ℝ]
    exact he _
  simp only [hexp, average, moment, partitionSum, Jz, Matrix.diagonal_pow,
    Matrix.diagonal_mul_diagonal, Matrix.trace_diagonal, Finset.sum_range, Pi.pow_apply]

/-- The sum of `m²` over the multiplet is `(2J+1) X / 3`. -/
theorem sum_mJ_sq (n : ℕ) :
    ∑ k ∈ range (n + 1), mJ n k ^ 2 = ((n : ℝ) + 1) * (casimir n / 3) := by
  -- the origin is kept free during the induction
  have h : ∀ (c : ℝ) (N : ℕ), ∑ k ∈ range (N + 1), ((k : ℝ) - c) ^ 2 =
      (N : ℝ) * (N + 1) * (2 * N + 1) / 6 - c * (N * (N + 1)) + c ^ 2 * (N + 1) := by
    intro c N
    induction N with
    | zero => simp
    | succ N ih =>
      rw [Finset.sum_range_succ, ih]
      push_cast
      ring
  unfold mJ casimir
  rw [h]
  ring

/-- The sum of `m⁴` over the multiplet is `(2J+1) X (3X - 1) / 15`. -/
theorem sum_mJ_fourth (n : ℕ) :
    ∑ k ∈ range (n + 1), mJ n k ^ 4 =
      ((n : ℝ) + 1) * (casimir n * (3 * casimir n - 1) / 15) := by
  have h : ∀ (c : ℝ) (N : ℕ), ∑ k ∈ range (N + 1), ((k : ℝ) - c) ^ 4 =
      (N : ℝ) * (N + 1) * (2 * N + 1) * (3 * N ^ 2 + 3 * N - 1) / 30
        - c * (N ^ 2 * (N + 1) ^ 2) + c ^ 2 * (N * (N + 1) * (2 * N + 1))
        - 2 * c ^ 3 * (N * (N + 1)) + c ^ 4 * (N + 1) := by
    intro c N
    induction N with
    | zero =>
      simp
      ring
    | succ N ih =>
      rw [Finset.sum_range_succ, ih]
      push_cast
      ring
  unfold mJ casimir
  rw [h]
  ring

/-- Differentiating a thermal moment in the inverse temperature brings down minus the
level energy `B(3m² - X)`. -/
theorem hasDerivAt_moment (n : ℕ) (B b : ℝ) (p : ℕ) :
    HasDerivAt (fun t => moment n B t p)
      (-B * (3 * moment n B b (p + 2) - casimir n * moment n B b p)) b := by
  have h : ∀ k ∈ range (n + 1),
      HasDerivAt (fun t => mJ n k ^ p * weight n B t k)
        (mJ n k ^ p * (weight n B b k * (-(B * (3 * mJ n k ^ 2 - casimir n))))) b := by
    intro k _
    have h1 : HasDerivAt (fun t : ℝ => -(t * B * (3 * mJ n k ^ 2 - casimir n)))
        (-(B * (3 * mJ n k ^ 2 - casimir n))) b :=
      (((hasDerivAt_id' b).mul_const B).mul_const
        (3 * mJ n k ^ 2 - casimir n)).fun_neg.congr_deriv (by ring)
    exact h1.exp.const_mul _
  unfold moment
  refine (HasDerivAt.fun_sum h).congr_deriv ?_
  rw [Finset.mul_sum, Finset.mul_sum, ← Finset.sum_sub_distrib, Finset.mul_sum]
  refine Finset.sum_congr rfl fun k _ => ?_
  ring

/-- At every inverse temperature the slope of the average of `m²` is `-3B` times the
thermal variance of `m²`. -/
theorem hasDerivAt_average_sq (n : ℕ) (B b : ℝ) :
    HasDerivAt (fun t => average n B t 2)
      (-3 * B * (average n B b 4 - average n B b 2 ^ 2)) b := by
  have hm : ∀ t, moment n B t 0 = partitionSum n B t := by
    intro t
    simp [moment, partitionSum]
  have hZ : partitionSum n B b ≠ 0 :=
    (Finset.sum_pos (fun k _ => Real.exp_pos _) ⟨0, by simp⟩).ne'
  have hd0 : HasDerivAt (fun t => partitionSum n B t)
      (-B * (3 * moment n B b 2 - casimir n * partitionSum n B b)) b := by
    simpa only [hm, zero_add] using hasDerivAt_moment n B b 0
  have hd2 : HasDerivAt (fun t => moment n B t 2)
      (-B * (3 * moment n B b 4 - casimir n * moment n B b 2)) b :=
    hasDerivAt_moment n B b 2
  -- in the quotient rule the terms with `X` cancel
  refine (hd2.fun_div hd0 hZ).congr_deriv ?_
  unfold average
  field_simp
  ring

/-- At `b = 0` the average of `m²` is `X/3`, and its derivative in the inverse temperature
is `-B X (4X - 3) / 15`. -/
theorem average_sq_high_temperature (n : ℕ) (B : ℝ) :
    average n B 0 2 = casimir n / 3 ∧
      HasDerivAt (fun b => average n B b 2)
        (-(B * casimir n * (4 * casimir n - 3) / 15)) 0 := by
  have hn : (n : ℝ) + 1 ≠ 0 := by positivity
  -- all levels are equally populated at `b = 0`
  have hav : ∀ p, average n B 0 p =
      (∑ k ∈ range (n + 1), mJ n k ^ p) / ((n : ℝ) + 1) := by
    intro p
    simp [average, moment, partitionSum, weight]
  have h2 : average n B 0 2 = casimir n / 3 := by
    rw [hav, sum_mJ_sq, mul_div_cancel_left₀ _ hn]
  have h4 : average n B 0 4 = casimir n * (3 * casimir n - 1) / 15 := by
    rw [hav, sum_mJ_fourth, mul_div_cancel_left₀ _ hn]
  refine ⟨h2, (hasDerivAt_average_sq n B 0).congr_deriv ?_⟩
  rw [h2, h4]
  ring

/-- The slope of the average of `m²` at `b = 0` vanishes exactly when `B = 0` or
`J` is `0` or `1/2`. -/
theorem initial_slope_eq_zero_iff (n : ℕ) (B : ℝ) :
    deriv (fun b => average n B b 2) 0 = 0 ↔ B = 0 ∨ n ≤ 1 := by
  rw [(average_sq_high_temperature n B).2.deriv]
  constructor
  · intro h
    -- the slope factorises in `n = 2J`
    have h' : B * ((n : ℝ) * (((n : ℝ) - 1) * (((n : ℝ) + 2) * ((n : ℝ) + 3)))) = 0 := by
      unfold casimir at h
      linear_combination (-60) * h
    have hpos : ((n : ℝ) + 2) * ((n : ℝ) + 3) ≠ 0 := by positivity
    rcases mul_eq_zero.mp h' with hB | h'
    · exact Or.inl hB
    · right
      rcases mul_eq_zero.mp h' with h0 | h'
      · have : n = 0 := by exact_mod_cast h0
        omega
      · rcases mul_eq_zero.mp h' with h1 | h1
        · have h1' : (n : ℝ) = 1 := by linarith
          have : n = 1 := by exact_mod_cast h1'
          omega
        · exact absurd h1 hpos
  · rintro (hB | hn)
    · simp [hB]
    · interval_cases n <;> norm_num [casimir]

end

end StevensQuadrupole
```

```lean
#print axioms StevensQuadrupole.average_eq_trace
#print axioms StevensQuadrupole.average_sq_high_temperature
#print axioms StevensQuadrupole.initial_slope_eq_zero_iff
```

```
'StevensQuadrupole.average_eq_trace' depends on axioms: [propext, Classical.choice, Quot.sound]
'StevensQuadrupole.average_sq_high_temperature' depends on axioms: [propext, Classical.choice, Quot.sound]
'StevensQuadrupole.initial_slope_eq_zero_iff' depends on axioms: [propext, Classical.choice, Quot.sound]
```

## How the Lean objects map to the ion

The natural number `n` is $2J$, so integer and half-integer multiplets are treated together. `mJ n k` is $m_k$, in ascending order from $-J$, and `casimir n` is the number $X$. `weight`, `partitionSum`, `moment` and `average` are $w_k$, $Z$, $S_p$ and $\langle m^p\rangle_b$. The variable `b` stands for $1/(k_BT)$ and ranges over all real numbers, so the derivative at zero is two-sided.

`average_sq_high_temperature` states the value and the slope for every `n` and every real `B`, with no further hypothesis. `HasDerivAt` says that the derivative exists and equals the given number. `initial_slope_eq_zero_iff` expresses $J\le1/2$ as `n ≤ 1`.

`average_eq_trace` ties these sums to quantum statistical mechanics. With `Jz` a diagonal matrix and `stevensO20` built from it, the average of $m^p$ equals

$$\frac{\mathrm{Tr}\left(J_z^p\,e^{-bB\,O_2^0}\right)}{\mathrm{Tr}\,e^{-bB\,O_2^0}}.$$

## How the lemmas carry the derivation

- `average_eq_trace` shows entry by entry that the exponent is diagonal, applies `Matrix.exp_diagonal`, and identifies each diagonal entry of the exponential with a Boltzmann weight. The traces then become the sums.
- `sum_mJ_sq` and `sum_mJ_fourth` prove the shifted power sums by induction on `N` with `c` fixed, and set `c` to $n/2$ only afterwards. Induction directly on `n` would move the centre of the multiplet at each step.
- `hasDerivAt_moment` differentiates each exponential by the chain rule and adds the results with `HasDerivAt.fun_sum`.
- `hasDerivAt_average_sq` uses that lemma for $p=0$ and $p=2$, shows that $Z$ is nonzero because it is a sum of positive terms, and applies the quotient rule. The closing `field_simp` and `ring` carry out the cancellation of $X$.
- `average_sq_high_temperature` evaluates the averages at $b=0$ and inserts the two sums into the variance formula.
- `initial_slope_eq_zero_iff` factorises the slope in `n` and treats the factors one at a time. For the converse it evaluates `n = 0` and `n = 1`.

## One isolated multiplet, one axial term

The theorems hold for every multiplet size and either sign of $B$, and the variance formula holds at every temperature. The closed form in $X$ is proved only at $b=0$. It fixes the first-order term in $b$ but supplies no error bound at finite $b$, so the choice of step $h$ and the effect of floating-point rounding remain matters for the numerical test.

The Hamiltonian is $B\,O_2^0$ and nothing else: no magnetic field, no transverse or higher-rank Stevens operators, no mixing with other multiplets and no coupling between ions. The parameter $B$ combines the axial quadrupolar field of the surroundings with a factor set by the charge distribution of the ion's open shell in the given multiplet, so the same field can give different values of $B$ for different ions; it is an input, taken as independent of temperature. The matrix `Jz` is defined by its eigenvalues, and $X$ enters as a number; neither is derived from the angular-momentum commutation relations. A code that constructs $J_z$ from ladder operators, or works in another basis, has to establish separately that its matrices represent the same operators.
